# Static Kramers–Kronig and f-sum integrals of a rigidly shifted absorption band

Let e(x) be the imaginary part of the dielectric function at frequency x. On a band [a, b] with 0 < a < b, e is continuous, nonnegative and not identically zero. Frequencies and the shift D > 0 share one energy unit. Define

S = ∫ₐᵇ e(x)/x dx

F = ∫ₐᵇ x e(x) dx

The rigidly shifted spectrum is e(w − D) for w in [a + D, b + D]; its integrals are S′ and F′. Prefactors such as 2/π are left out and cancel in ratios.

## Bounds on the static factor, identity for the f-sum

a/(a + D) < S′/S < b/(b + D)

F′ = F + D ∫ₐᵇ e(x) dx

Since b/(b + D) < 1, the upward shift lowers the static response. The last integral is positive, so the shift also raises the f-sum.

## Scissors shifts in optical spectra

In an independent-particle calculation, a scissors correction adds D to every transition energy. If the position matrix elements are kept, the imaginary part e of the dielectric function moves rigidly. If the band contains all the absorption, the Kramers–Kronig relation then gives the static dielectric constant after the shift as

ε₁(0) = 1 + (2/π) S′

For a single band from 3 to 6 eV and D = 1 eV, the factor lies between 3/4 and 6/7. An unshifted ε₁(0) − 1 of 10 therefore becomes a value between 7.5 and about 8.57. The factor acts on ε₁(0) − 1, not on ε₁(0).

Keeping the oscillator strengths instead gives the rescaled spectrum ((w − D)/w) e(w − D). This conserves F, and its static factor lies strictly between (a/(a + D))² and (b/(b + D))².

## Substituting w = x + D

Set p(x) = e(x)/x and g(x) = x/(x + D). The substitution gives

S′ = ∫ₐᵇ e(x)/(x + D) dx = ∫ₐᵇ p(x) g(x) dx

For x < y in the band,

g(y) − g(x) = D(y − x)/((x + D)(y + D)) > 0

so g is strictly increasing. Some interior point c has e(c) > 0: if e vanished throughout (a, b), continuity would make it vanish at the edges too. Hence S = ∫ₐᵇ p(x) dx > 0. The functions p(x)(g(x) − g(a)) and p(x)(g(b) − g(x)) are continuous, nonnegative, and positive at c, so their integrals are positive:

g(a) S < S′ < g(b) S

Division by S gives the bounds. For the f-sum,

F′ = ∫ₐᵇ (x + D) e(x) dx = F + D ∫ₐᵇ e(x) dx

With the rescaling, the f-sum integrand becomes x e(x) and the static one p(x) g(x)². Since g is positive and increasing, so is g², and the same argument applies.

If e is strictly positive on [a, b], the bounds also hold on each window [a, c] with a < c < b. As c decreases to a, both bounds close on a/(a + D), and so does the factor.

## The Lean file and its lemmas

`exists_interior_pos` finds the point c, and `weighted_mean_bounds` turns it into strict inequalities between integrals. `frequency_ratio` shows that g is continuous and increasing. In the main theorems, `integral_comp_add_right` performs the substitution and `field_simp` or `ring` matches the integrands. `static_factor_narrow_line` squeezes the factor between the two bounds.

```lean
import Mathlib

open Set Filter Topology

namespace RigidSpectralShift

noncomputable section

/-- An absorption band on `[a, b]`, with `0 < a < b`: a spectrum `e` that is continuous,
nonnegative and not identically zero there. -/
structure AbsorptionBand (e : ℝ → ℝ) (a b : ℝ) : Prop where
  pos : 0 < a
  lt : a < b
  cont : ContinuousOn e (Icc a b)
  nonneg : ∀ x ∈ Icc a b, 0 ≤ e x
  nonzero : ∃ x ∈ Icc a b, e x ≠ 0

/-- The static Kramers-Kronig integral of `e x / x` over a band `[a, b]` with `0 < a`. -/
def staticIntegral (e : ℝ → ℝ) (a b : ℝ) : ℝ := ∫ x in a..b, e x / x

/-- The f-sum integral of `x * e x` over the band `[a, b]`. -/
def fSum (e : ℝ → ℝ) (a b : ℝ) : ℝ := ∫ x in a..b, x * e x

/-- The spectrum moved up in frequency by `D` without change of shape. -/
def rigidShift (D : ℝ) (e : ℝ → ℝ) : ℝ → ℝ := fun w => e (w - D)

/-- The spectrum moved up by `D` and rescaled by `(w - D) / w`, for frequencies `w ≠ 0`. -/
def rescaledShift (D : ℝ) (e : ℝ → ℝ) : ℝ → ℝ := fun w => (w - D) / w * e (w - D)

/-- A continuous nonnegative spectrum that is not identically zero on `[a, b]`, `a < b`,
is positive at some interior frequency. -/
theorem exists_interior_pos {w : ℝ → ℝ} {a b : ℝ} (hab : a < b)
    (hw : ContinuousOn w (Icc a b)) (h0 : ∀ x ∈ Icc a b, 0 ≤ w x)
    (hne : ∃ x ∈ Icc a b, w x ≠ 0) : ∃ c ∈ Ioo a b, 0 < w c := by
  by_contra hcon
  push Not at hcon
  -- a spectrum vanishing in the interior vanishes at the edges by continuity
  have hz : EqOn w (fun _ => 0) (Ioo a b) := fun x hx =>
    le_antisymm (hcon x hx) (h0 x (Ioo_subset_Icc_self hx))
  have hz' : EqOn w (fun _ => 0) (Icc a b) :=
    hz.of_subset_closure hw continuousOn_const Ioo_subset_Icc_self
      (by rw [closure_Ioo hab.ne])
  obtain ⟨x, hx, hxne⟩ := hne
  exact hxne (hz' hx)

/-- For a continuous nonnegative weight that is not identically zero on `[a, b]`, `a < b`, the
total weight is positive, and the weighted mean of a continuous strictly increasing function
lies strictly between its values at the band edges. -/
theorem weighted_mean_bounds {w g : ℝ → ℝ} {a b : ℝ} (hab : a < b)
    (hw : ContinuousOn w (Icc a b)) (h0 : ∀ x ∈ Icc a b, 0 ≤ w x)
    (hne : ∃ x ∈ Icc a b, w x ≠ 0) (hg : ContinuousOn g (Icc a b))
    (hmono : StrictMonoOn g (Icc a b)) :
    0 < (∫ x in a..b, w x) ∧
    g a < (∫ x in a..b, w x * g x) / (∫ x in a..b, w x) ∧
    (∫ x in a..b, w x * g x) / (∫ x in a..b, w x) < g b := by
  obtain ⟨c, hc, hwc⟩ := exists_interior_pos hab hw h0 hne
  have hcI := Ioo_subset_Icc_self hc
  have ha : a ∈ Icc a b := left_mem_Icc.2 hab.le
  have hb : b ∈ Icc a b := right_mem_Icc.2 hab.le
  have hpos : 0 < ∫ x in a..b, w x := by
    have h : (∫ _x in a..b, (0 : ℝ)) < ∫ x in a..b, w x :=
      intervalIntegral.integral_lt_integral_of_continuousOn_of_le_of_exists_lt hab
        continuousOn_const hw (fun x hx => h0 x (Ioc_subset_Icc_self hx)) ⟨c, hcI, hwc⟩
    rwa [intervalIntegral.integral_zero] at h
  refine ⟨hpos, ?_, ?_⟩
  · rw [lt_div_iff₀ hpos, ← intervalIntegral.integral_const_mul]
    refine intervalIntegral.integral_lt_integral_of_continuousOn_of_le_of_exists_lt hab
      (continuousOn_const.mul hw) (hw.mul hg) (fun x hx => ?_) ⟨c, hcI, ?_⟩
    · have hx' := Ioc_subset_Icc_self hx
      nlinarith [mul_le_mul_of_nonneg_left (hmono.monotoneOn ha hx' hx'.1) (h0 x hx')]
    · nlinarith [mul_pos hwc (sub_pos.2 (hmono ha hcI hc.1))]
  · rw [div_lt_iff₀ hpos, ← intervalIntegral.integral_const_mul]
    refine intervalIntegral.integral_lt_integral_of_continuousOn_of_le_of_exists_lt hab
      (hw.mul hg) (continuousOn_const.mul hw) (fun x hx => ?_) ⟨c, hcI, ?_⟩
    · have hx' := Ioc_subset_Icc_self hx
      nlinarith [mul_le_mul_of_nonneg_left (hmono.monotoneOn hx' hb hx'.2) (h0 x hx')]
    · nlinarith [mul_pos hwc (sub_pos.2 (hmono hcI hb hc.2))]

/-- For `D > 0` the ratio `x / (x + D)` of old to new transition frequency is continuous and
strictly increasing on a band `[a, b]` with `0 < a`. -/
theorem frequency_ratio {a b D : ℝ} (ha : 0 < a) (hD : 0 < D) :
    ContinuousOn (fun x : ℝ => x / (x + D)) (Icc a b) ∧
    StrictMonoOn (fun x : ℝ => x / (x + D)) (Icc a b) := by
  have hp : ∀ x ∈ Icc a b, 0 < x + D := fun x hx => by linarith [hx.1]
  refine ⟨continuousOn_id.div (continuousOn_id.add continuousOn_const)
    (fun x hx => (hp x hx).ne'), fun x hx y hy hxy => ?_⟩
  change x / (x + D) < y / (y + D)
  rw [div_lt_iff₀ (hp x hx), div_mul_eq_mul_div, lt_div_iff₀ (hp y hy)]
  nlinarith [mul_pos (sub_pos.2 hxy) hD]

/-- Shifting an absorption band rigidly up by `D > 0` multiplies its positive static integral by
a factor strictly between `a / (a + D)` and `b / (b + D)`. -/
theorem static_factor_bounds {e : ℝ → ℝ} {a b D : ℝ} (h : AbsorptionBand e a b) (hD : 0 < D) :
    0 < staticIntegral e a b ∧
    a / (a + D) < staticIntegral (rigidShift D e) (a + D) (b + D) / staticIntegral e a b ∧
    staticIntegral (rigidShift D e) (a + D) (b + D) / staticIntegral e a b < b / (b + D) := by
  have hx0 : ∀ x ∈ Icc a b, 0 < x := fun x hx => h.pos.trans_le hx.1
  -- substitute w = x + D and split off the static weight e x / x
  have hS : staticIntegral (rigidShift D e) (a + D) (b + D)
      = ∫ x in a..b, e x / x * (x / (x + D)) := by
    unfold staticIntegral rigidShift
    rw [← intervalIntegral.integral_comp_add_right (fun w => e (w - D) / w) D]
    refine intervalIntegral.integral_congr fun x hx => ?_
    rw [uIcc_of_le h.lt.le] at hx
    have h1 := (hx0 x hx).ne'
    have h2 : x + D ≠ 0 := by linarith [hx0 x hx] |> fun (h : 0 < x + D) => h.ne'
    simp only [add_sub_cancel_right]
    field_simp
  obtain ⟨hg, hm⟩ := frequency_ratio (b := b) h.pos hD
  obtain ⟨y, hy, hey⟩ := h.nonzero
  rw [hS]
  exact weighted_mean_bounds (w := fun x => e x / x) h.lt
    (h.cont.div continuousOn_id fun x hx => (hx0 x hx).ne')
    (fun x hx => div_nonneg (h.nonneg x hx) (hx0 x hx).le)
    ⟨y, hy, div_ne_zero hey (hx0 y hy).ne'⟩ hg hm

/-- Shifting an absorption band rigidly up by `D` changes its f-sum integral by exactly `D` times
the integral of the spectrum, and that integral is positive. -/
theorem fSum_rigidShift {e : ℝ → ℝ} {a b : ℝ} (h : AbsorptionBand e a b) (D : ℝ) :
    fSum (rigidShift D e) (a + D) (b + D) = fSum e a b + D * (∫ x in a..b, e x) ∧
    0 < ∫ x in a..b, e x := by
  refine ⟨?_, (weighted_mean_bounds h.lt h.cont h.nonneg h.nonzero continuousOn_id
    (strictMono_id.strictMonoOn _)).1⟩
  have h1 : IntervalIntegrable (fun x => x * e x) MeasureTheory.volume a b :=
    (continuousOn_id.mul h.cont).intervalIntegrable_of_Icc h.lt.le
  have h2 : IntervalIntegrable (fun x => D * e x) MeasureTheory.volume a b :=
    (continuousOn_const.mul h.cont).intervalIntegrable_of_Icc h.lt.le
  unfold fSum rigidShift
  rw [← intervalIntegral.integral_comp_add_right (fun w => w * e (w - D)) D,
    ← intervalIntegral.integral_const_mul, ← intervalIntegral.integral_add h1 h2]
  refine intervalIntegral.integral_congr fun x _ => ?_
  simp only [add_sub_cancel_right]
  ring

/-- For a spectrum continuous and positive on `[a, b]`, `0 < a < b`, and a shift `D > 0`, the static
factor of the part in `[a, c]` tends to `a / (a + D)` as `c` decreases to `a`. -/
theorem static_factor_narrow_line {e : ℝ → ℝ} {a b D : ℝ} (ha : 0 < a) (hab : a < b)
    (hD : 0 < D) (he : ContinuousOn e (Icc a b)) (hpos : ∀ x ∈ Icc a b, 0 < e x) :
    Tendsto (fun c => staticIntegral (rigidShift D e) (a + D) (c + D) / staticIntegral e a c)
      (𝓝[>] a) (𝓝 (a / (a + D))) := by
  have hband : ∀ c ∈ Ioo a b, AbsorptionBand e a c := fun c hc =>
    have hs : Icc a c ⊆ Icc a b := Icc_subset_Icc_right hc.2.le
    ⟨ha, hc.1, he.mono hs, fun x hx => (hpos x (hs hx)).le,
      a, left_mem_Icc.2 hc.1.le, (hpos a (left_mem_Icc.2 hab.le)).ne'⟩
  have hlim : ContinuousAt (fun c : ℝ => c / (c + D)) a :=
    continuousAt_id.div (continuousAt_id.add continuousAt_const) (add_pos ha hD).ne'
  -- squeeze between the two band-edge bounds
  refine tendsto_of_tendsto_of_tendsto_of_le_of_le' tendsto_const_nhds
    (hlim.tendsto.mono_left nhdsWithin_le_nhds) ?_ ?_
  · filter_upwards [Ioo_mem_nhdsGT hab] with c hc
    exact (static_factor_bounds (hband c hc) hD).2.1.le
  · filter_upwards [Ioo_mem_nhdsGT hab] with c hc
    exact (static_factor_bounds (hband c hc) hD).2.2.le

/-- Shifting an absorption band up by `D > 0` with the rescaling `(w - D) / w` leaves the f-sum
integral unchanged and multiplies the static integral by a factor strictly between
`(a / (a + D)) ^ 2` and `(b / (b + D)) ^ 2`. -/
theorem rescaledShift_sum_rules {e : ℝ → ℝ} {a b D : ℝ} (h : AbsorptionBand e a b)
    (hD : 0 < D) :
    fSum (rescaledShift D e) (a + D) (b + D) = fSum e a b ∧
    (a / (a + D)) ^ 2
      < staticIntegral (rescaledShift D e) (a + D) (b + D) / staticIntegral e a b ∧
    staticIntegral (rescaledShift D e) (a + D) (b + D) / staticIntegral e a b
      < (b / (b + D)) ^ 2 := by
  have hx0 : ∀ x ∈ Icc a b, 0 < x := fun x hx => h.pos.trans_le hx.1
  constructor
  · unfold fSum rescaledShift
    rw [← intervalIntegral.integral_comp_add_right (fun w => w * ((w - D) / w * e (w - D))) D]
    refine intervalIntegral.integral_congr fun x hx => ?_
    rw [uIcc_of_le h.lt.le] at hx
    have h2 : x + D ≠ 0 := (add_pos (hx0 x hx) hD).ne'
    simp only [add_sub_cancel_right]
    field_simp
  have hS : staticIntegral (rescaledShift D e) (a + D) (b + D)
      = ∫ x in a..b, e x / x * (x / (x + D)) ^ 2 := by
    unfold staticIntegral rescaledShift
    rw [← intervalIntegral.integral_comp_add_right (fun w => (w - D) / w * e (w - D) / w) D]
    refine intervalIntegral.integral_congr fun x hx => ?_
    rw [uIcc_of_le h.lt.le] at hx
    have h1 := (hx0 x hx).ne'
    have h2 : x + D ≠ 0 := (add_pos (hx0 x hx) hD).ne'
    simp only [add_sub_cancel_right]
    field_simp
  obtain ⟨hg, hm⟩ := frequency_ratio (b := b) h.pos hD
  obtain ⟨y, hy, hey⟩ := h.nonzero
  rw [hS]
  exact (weighted_mean_bounds (w := fun x => e x / x) (g := fun x => (x / (x + D)) ^ 2) h.lt
    (h.cont.div continuousOn_id fun x hx => (hx0 x hx).ne')
    (fun x hx => div_nonneg (h.nonneg x hx) (hx0 x hx).le)
    ⟨y, hy, div_ne_zero hey (hx0 y hy).ne'⟩ (hg.pow 2)
    (fun x hx z hz hxz => pow_lt_pow_left₀ (hm hx hz hxz)
      (div_pos (hx0 x hx) (add_pos (hx0 x hx) hD)).le two_ne_zero)).2

end

end RigidSpectralShift
```

```lean
#print axioms RigidSpectralShift.fSum_rigidShift
-- 'RigidSpectralShift.fSum_rigidShift' depends on axioms: [propext, Classical.choice, Quot.sound]
#print axioms RigidSpectralShift.static_factor_narrow_line
-- 'RigidSpectralShift.static_factor_narrow_line' depends on axioms: [propext, Classical.choice, Quot.sound]
#print axioms RigidSpectralShift.rescaledShift_sum_rules
-- 'RigidSpectralShift.rescaledShift_sum_rules' depends on axioms: [propext, Classical.choice, Quot.sound]
```

## Guarantees for a nonnegative band above zero frequency

`AbsorptionBand e a b` holds the conditions on the spectrum; values of `e` outside [a, b] play no role. `staticIntegral` and `fSum` are S and F, while `rigidShift` and `rescaledShift` are the two shifted spectra. `static_factor_bounds` states that S is positive and that both bounds are strict. `fSum_rigidShift` holds for every real `D`, and `rescaledShift_sum_rules` treats the rescaled spectrum for D > 0.

The integrals are true integrals, not quadrature sums on a frequency grid. The rigid shift is assumed, not derived from a Hamiltonian. Discrete delta lines, a Drude peak and broadening tails that reach zero frequency fall outside the hypotheses.

Nonnegativity can't be weakened to S > 0. On [1, 2] with D = 1, take

e(x) = x(x + 1)(2x − 3)

which is negative below 3/2. Then

S = ∫₁² (x + 1)(2x − 3) dx = 1/6

S′ = ∫₁² x(2x − 3) dx = 1/6

The factor is 1, above the upper bound 2/3.
